# Complex Branch Points of a Dimerized Chain: $|\mathrm{Im}\,k| = \ln(t/s)$, with Ratio to the Gap Tending to $1/(2s)$ as $t \downarrow s$

## The chain and its conventions

The chain is infinite and periodic, with two sites per cell and one orbital per site. Electrons do not interact, and both on-site energies are zero. The hopping amplitude is $t$ within a cell and $s$ between neighbouring cells. Both are real numbers, and the main results assume $t > s > 0$. The cell length is one, so the wave number $k$ is dimensionless and $|\mathrm{Im}\,k|$ is a decay rate per cell. Since $t$ and $s$ are energies, the ratio of a decay rate to a gap is an inverse energy.

The wave number is allowed to be complex. At real $k$ the two bands are $\pm E(k)$ with $E(k) > 0$. The points of interest are the complex $k$ at which $E(k)^2 = 0$, where the two bands meet.

```lean
import Mathlib

open Filter Topology
open scoped Real

noncomputable section

namespace DimerizedChain
```

In the basis of the two sites of a cell, the Bloch Hamiltonian is

$$H(k) = \begin{pmatrix} 0 & t + s\,e^{-ik} \\ t + s\,e^{ik} & 0 \end{pmatrix}.$$

For real $k$ the off-diagonal entries are complex conjugates and $H(k)$ is Hermitian. For complex $k$ the same exponentials are kept, without conjugation. This makes every entry analytic in $k$, while $H(k)$ is in general no longer Hermitian. In the code, `bloch t s k` is this matrix, with real hoppings and a complex wave number.

```lean
/-- Bloch Hamiltonian of the dimerized chain with hoppings `t` (within a cell) and `s`
(between cells), at complex wave number `k`. -/
def bloch (t s : ℝ) (k : ℂ) : Matrix (Fin 2) (Fin 2) ℂ :=
  !![0, (t : ℂ) + s * Complex.exp (-(k * Complex.I));
     (t : ℂ) + s * Complex.exp (k * Complex.I), 0]
```

The squared band energy is

$$E(k)^2 = t^2 + s^2 + 2ts\cos k .$$

The code works with the square, `bandSq`, because it is a single-valued function on the whole complex plane. No branch of the square root has to be chosen at complex $k$.

```lean
/-- The squared band energy `E(k)² = t² + s² + 2ts cos k`, at complex wave number `k`. -/
def bandSq (t s : ℝ) (k : ℂ) : ℂ :=
  (t : ℂ) ^ 2 + (s : ℂ) ^ 2 + 2 * (t : ℂ) * (s : ℂ) * Complex.cos k
```

At real $k$ the bands are separated by $2\sqrt{E(k)^2}$. They lie symmetrically about zero, so the smallest such separation is also the distance from the top of the lower band to the bottom of the upper one:

$$E_{\mathrm{gap}} = \inf_{k \in \mathbb{R}} 2\sqrt{E(k)^2}.$$

The definition `bandGap` takes this infimum over all real $k$. The real part `.re` only turns a complex number that happens to be real into an element of $\mathbb{R}$. The value of the gap is derived below and is not part of the definition.

```lean
/-- The band gap: the smallest separation `2 √(E(k)²)` of the two bands over real `k`. -/
def bandGap (t s : ℝ) : ℝ :=
  ⨅ k : ℝ, 2 * Real.sqrt (bandSq t s (k : ℂ)).re
```

## From the Bloch matrix to the dispersion

Multiplying the two off-diagonal amplitudes gives

$$(t + s\,e^{ik})(t + s\,e^{-ik}) = t^2 + ts\,(e^{ik} + e^{-ik}) + s^2 e^{ik}e^{-ik}.$$

With $e^{ik} + e^{-ik} = 2\cos k$ and $e^{ik}e^{-ik} = 1$, the right-hand side is $E(k)^2$. Both identities hold at complex $k$, so the factorization does too. In the proof they are `hc` and `h`, and `linear_combination` adds them with the coefficients $ts$ and $-s^2$.

```lean
/-- The squared band energy is the product of the two off-diagonal Bloch amplitudes. -/
theorem bandSq_factor (t s : ℝ) (k : ℂ) :
    bandSq t s k = ((t : ℂ) + s * Complex.exp (k * Complex.I)) *
      ((t : ℂ) + s * Complex.exp (-(k * Complex.I))) := by
  have h : Complex.exp (k * Complex.I) * Complex.exp (-(k * Complex.I)) = 1 := by
    rw [← Complex.exp_add, add_neg_cancel, Complex.exp_zero]
  have hc : 2 * Complex.cos k =
      Complex.exp (k * Complex.I) + Complex.exp (-(k * Complex.I)) := by
    simp only [Complex.cos, neg_mul]
    ring
  unfold bandSq
  linear_combination (t : ℂ) * s * hc - (s : ℂ) ^ 2 * h
```

The energies of the chain are the roots of the characteristic determinant. For a complex number $E$,

$$\det\bigl(E\,\mathbf{1} - H(k)\bigr) = E^2 - (t + s\,e^{-ik})(t + s\,e^{ik}) = E^2 - E(k)^2 .$$

Here $E$ alone is a free variable and $E(k)^2$ is the function `bandSq`. The theorem `det_bloch` thus ties the dispersion formula to the matrix: the eigenvalues of $H(k)$ are the two square roots of `bandSq t s k`. The proof substitutes the factorization and expands the $2 \times 2$ determinant.

```lean
/-- The characteristic determinant of the Bloch Hamiltonian at energy `E` is
`E² - (t² + s² + 2ts cos k)`. -/
theorem det_bloch (t s : ℝ) (k E : ℂ) :
    (E • (1 : Matrix (Fin 2) (Fin 2) ℂ) - bloch t s k).det = E ^ 2 - bandSq t s k := by
  rw [bandSq_factor]
  simp [bloch, Matrix.det_fin_two]
  ring
```

## The imaginary part of a zero

A product vanishes only if one of its factors does, so consider an amplitude $t + s\,e^{z} = 0$ with complex $z$ and positive hoppings. Then $s\,e^{z} = -t$. Taking moduli, and using $|e^z| = e^{\mathrm{Re}\,z}$, gives

$$s\,e^{\mathrm{Re}\,z} = t, \qquad \mathrm{Re}\,z = \ln(t/s).$$

The Lean proof follows the same order: `h1` isolates the exponential, `h2` compares norms, and `h3` divides by $s$ before the logarithm is taken.

```lean
/-- If the amplitude `t + s exp z` vanishes, the real part of `z` is `ln(t/s)`. -/
theorem re_of_amplitude_eq_zero {t s : ℝ} (hs : 0 < s) (ht : 0 < t) {z : ℂ}
    (h : (t : ℂ) + s * Complex.exp z = 0) : z.re = Real.log (t / s) := by
  have h1 : (s : ℂ) * Complex.exp z = -(t : ℂ) := by linear_combination h
  -- compare moduli
  have h2 := congrArg norm h1
  rw [norm_mul, norm_neg, Complex.norm_exp, Complex.norm_real, Complex.norm_real,
    Real.norm_of_nonneg hs.le, Real.norm_of_nonneg ht.le] at h2
  have h3 : Real.exp z.re = t / s := by
    rw [eq_div_iff hs.ne']
    linarith
  rw [← h3, Real.log_exp]
```

Now let $E(k)^2 = 0$ with $t > s > 0$. If the first factor vanishes, then $z = ik$, and $\mathrm{Re}(ik) = -\mathrm{Im}\,k$ gives $\mathrm{Im}\,k = -\ln(t/s)$. If the second factor vanishes, then $z = -ik$ and $\mathrm{Im}\,k = +\ln(t/s)$. Since $t > s$, the logarithm is positive, and in both cases

$$|\mathrm{Im}\,k| = \ln(t/s).$$

The theorem makes this statement for every complex zero, in any Brillouin zone and in either half-plane. Its two cases are the two factors.

```lean
/-- Every complex wave number at which `E(k)² = 0` has `|Im k| = ln(t/s)`. -/
theorem abs_im_of_bandSq_eq_zero {t s : ℝ} (hs : 0 < s) (hst : s < t) {k : ℂ}
    (h : bandSq t s k = 0) : |k.im| = Real.log (t / s) := by
  have ht : 0 < t := hs.trans hst
  have hl : 0 < Real.log (t / s) := Real.log_pos ((one_lt_div hs).mpr hst)
  rw [bandSq_factor, mul_eq_zero] at h
  rcases h with h | h
  · have h1 := re_of_amplitude_eq_zero hs ht h
    have h2 : (k * Complex.I).re = -k.im := by simp
    rw [← abs_neg, ← h2, h1, abs_of_pos hl]
  · have h1 := re_of_amplitude_eq_zero hs ht h
    have h2 : (-(k * Complex.I)).re = k.im := by simp
    rw [← h2, h1, abs_of_pos hl]
```

Such zeros do exist. Take $k_0 = \pi + i\ln(t/s)$. Then $-ik_0 = \ln(t/s) - i\pi$, so

$$e^{-ik_0} = \frac{t}{s}\,e^{-i\pi} = -\frac{t}{s}, \qquad t + s\,e^{-ik_0} = 0 .$$

The second factor vanishes, and with it $E(k_0)^2$. In the proof, `e` computes the exponent and `h` is the vanishing amplitude. This step needs only $t, s > 0$.

```lean
/-- The squared band energy vanishes at `k = π + i ln(t/s)`. -/
theorem bandSq_zero_witness {t s : ℝ} (hs : 0 < s) (ht : 0 < t) :
    bandSq t s ((π : ℂ) + (Real.log (t / s) : ℂ) * Complex.I) = 0 := by
  have e : -(((π : ℂ) + (Real.log (t / s) : ℂ) * Complex.I) * Complex.I) =
      (Real.log (t / s) : ℂ) - (π : ℂ) * Complex.I := by
    linear_combination (-(Real.log (t / s) : ℂ)) * Complex.I_sq
  have hs' : (s : ℂ) ≠ 0 := Complex.ofReal_ne_zero.mpr hs.ne'
  have h5 : (s : ℂ) * ((t : ℂ) / s) = t := by field_simp
  -- the second amplitude vanishes
  have h : (t : ℂ) + s * Complex.exp
      (-(((π : ℂ) + (Real.log (t / s) : ℂ) * Complex.I) * Complex.I)) = 0 := by
    rw [e, Complex.exp_sub, Complex.exp_pi_mul_I, ← Complex.ofReal_exp,
      Real.exp_log (div_pos ht hs), Complex.ofReal_div]
    linear_combination -h5
  rw [bandSq_factor, h, mul_zero]
```

## Why the zeros are branch points

Near a simple zero $k_0$ of $E(k)^2$, the energy behaves as $E(k) \approx \sqrt{c\,(k - k_0)}$ with $c \neq 0$, which is a square-root branch point. At a double zero $E$ could be continued analytically through the point. So the derivative has to be checked:

$$\frac{d}{dk}E(k)^2 = -2ts\sin k .$$

Suppose it vanished at a zero of $E(k)^2$. There $2ts\cos k = -(t^2 + s^2)$ and $2ts\sin k = 0$. Squaring and adding, with $\sin^2 k + \cos^2 k = 1$ at complex $k$, gives

$$4t^2s^2 = (t^2 + s^2)^2, \qquad\text{that is,}\qquad (t^2 - s^2)^2 = 0 .$$

This contradicts $t > s > 0$. The theorem has two parts: `HasDerivAt` states that the complex derivative exists and has the value above, and the second part states that this value is nonzero. The line `hc` is the squared relation obtained by elimination, and `hr` carries it over to the real numbers.

```lean
/-- Each zero of `E(k)²` is simple: the derivative `-2ts sin k` does not vanish there. -/
theorem bandSq_simple_zero {t s : ℝ} (hs : 0 < s) (hst : s < t) {k : ℂ}
    (h : bandSq t s k = 0) :
    HasDerivAt (bandSq t s) (-(2 * (t : ℂ) * s * Complex.sin k)) k ∧
      -(2 * (t : ℂ) * s * Complex.sin k) ≠ 0 := by
  constructor
  · have hd : HasDerivAt (bandSq t s) (2 * (t : ℂ) * s * -Complex.sin k) k :=
      ((Complex.hasDerivAt_cos k).const_mul (2 * (t : ℂ) * s)).const_add
        ((t : ℂ) ^ 2 + (s : ℂ) ^ 2)
    exact hd.congr_deriv (by ring)
  · intro h0
    unfold bandSq at h
    have p := Complex.sin_sq_add_cos_sq k
    -- a double zero would force equal hoppings
    have hc : ((t : ℂ) ^ 2 - (s : ℂ) ^ 2) ^ 2 = 0 := by
      linear_combination ((t : ℂ) ^ 2 + (s : ℂ) ^ 2 - 2 * t * s * Complex.cos k) * h +
        4 * (t : ℂ) ^ 2 * (s : ℂ) ^ 2 * p + (2 * (t : ℂ) * s * Complex.sin k) * h0
    have hr : (t ^ 2 - s ^ 2) ^ 2 = 0 := by exact_mod_cast hc
    have hp : 0 < t ^ 2 - s ^ 2 := by nlinarith
    exact (pow_pos hp 2).ne' hr
```

## The gap

Let $t > s > 0$. For real $k$, the squared energy can be rewritten as

$$E(k)^2 = (t - s)^2 + 2ts\,(1 + \cos k) \ge (t - s)^2,$$

with equality at $k = \pi$. Taking the positive root gives $2\sqrt{E(k)^2} \ge 2(t - s)$, and the bound is attained at the zone boundary. Hence

$$E_{\mathrm{gap}} = 2(t - s).$$

The proof first reduces the real part of `bandSq` to the usual cosine formula, in `hre`. It then shows through `IsLeast` that $2(t-s)$ is both a value of the separation and a lower bound for it, which makes it the infimum.

```lean
/-- The band gap of the dimerized chain is `2(t - s)`. -/
theorem bandGap_eq {t s : ℝ} (hs : 0 < s) (hst : s < t) : bandGap t s = 2 * (t - s) := by
  have hre : ∀ k : ℝ, (bandSq t s (k : ℂ)).re = t ^ 2 + s ^ 2 + 2 * t * s * Real.cos k := by
    intro k
    have h : bandSq t s (k : ℂ) =
        ((t ^ 2 + s ^ 2 + 2 * t * s * Real.cos k : ℝ) : ℂ) := by simp [bandSq]
    rw [h, Complex.ofReal_re]
  have hl : IsLeast (Set.range fun k : ℝ => 2 * Real.sqrt (bandSq t s (k : ℂ)).re)
      (2 * (t - s)) := by
    constructor
    · -- the minimum is attained at the zone boundary
      refine ⟨π, ?_⟩
      have h : t ^ 2 + s ^ 2 + 2 * t * s * Real.cos π = (t - s) ^ 2 := by
        rw [Real.cos_pi]
        ring
      simp only [hre]
      rw [h, Real.sqrt_sq (by linarith)]
    · rintro _ ⟨k, rfl⟩
      simp only [hre]
      have hts : 0 ≤ t * s := (mul_pos (hs.trans hst) hs).le
      have hk : 0 ≤ 1 + Real.cos k := by linarith [Real.neg_one_le_cos k]
      have h : (t - s) ^ 2 ≤ t ^ 2 + s ^ 2 + 2 * t * s * Real.cos k := by
        nlinarith [mul_nonneg hts hk]
      linarith [(le_abs_self (t - s)).trans (Real.abs_le_sqrt h)]
  exact hl.csInf_eq
```

## Bounds at finite dimerization

At any zero, the ratio of decay rate to gap is now explicit:

$$\frac{|\mathrm{Im}\,k|}{E_{\mathrm{gap}}} = \frac{\ln(t/s)}{2(t - s)} .$$

Both bounds come from $\ln x < x - 1$, valid for positive $x \neq 1$. With $x = t/s$,

$$\ln\frac{t}{s} < \frac{t - s}{s}, \qquad\text{so}\qquad \frac{\ln(t/s)}{2(t-s)} < \frac{1}{2s} .$$

With $x = s/t$, the left side is $-\ln(t/s)$, and

$$-\ln\frac{t}{s} < \frac{s - t}{t}, \qquad\text{so}\qquad \frac{\ln(t/s)}{2(t-s)} > \frac{1}{2t} .$$

Together,

$$\frac{1}{2t} < \frac{|\mathrm{Im}\,k|}{E_{\mathrm{gap}}} < \frac{1}{2s} .$$

These inequalities are strict and hold for every $t > s > 0$, however large the dimerization. The two halves of the proof use the logarithm inequality as `h1` and clear the denominators, all of which are positive.

```lean
/-- At every zero of `E(k)²`, the ratio of `|Im k|` to the band gap lies strictly between
`1/(2t)` and `1/(2s)`. -/
theorem decay_div_gap_bounds {t s : ℝ} (hs : 0 < s) (hst : s < t) {k : ℂ}
    (h : bandSq t s k = 0) :
    1 / (2 * t) < |k.im| / bandGap t s ∧ |k.im| / bandGap t s < 1 / (2 * s) := by
  have ht : 0 < t := hs.trans hst
  have hd : 0 < 2 * (t - s) := by linarith
  rw [abs_im_of_bandSq_eq_zero hs hst h, bandGap_eq hs hst]
  constructor
  · have h1 := Real.log_lt_sub_one_of_pos (div_pos hs ht) ((div_lt_one ht).mpr hst).ne
    have h2 : Real.log (s / t) = -Real.log (t / s) := by rw [← Real.log_inv, inv_div]
    rw [h2] at h1
    have h3 := mul_lt_mul_of_pos_right h1 ht
    have h4 : (s / t - 1) * t = s - t := by field_simp
    rw [div_lt_div_iff₀ (by positivity) hd]
    linarith
  · have h1 := Real.log_lt_sub_one_of_pos (div_pos ht hs) ((one_lt_div hs).mpr hst).ne'
    have h3 := mul_lt_mul_of_pos_right h1 hs
    have h4 : (t / s - 1) * s = t - s := by field_simp
    rw [div_lt_div_iff₀ hd (by positivity)]
    linarith
```

## The limit of weak dimerization

Fix $s > 0$ and let $t$ decrease to $s$. The upper bound $1/(2s)$ is constant and the lower bound $1/(2t)$ tends to the same number, so

$$\lim_{t \downarrow s} \frac{|\mathrm{Im}\,k|}{E_{\mathrm{gap}}} = \frac{1}{2s} .$$

A zero has to be chosen at each $t$, and the function `q` in the theorem makes that choice. Its only hypothesis, `hq`, is that `q t` is a zero of $E(k)^2$ whenever $t > s$. The choice need not be continuous in $t$, and it may jump between half-planes or Brillouin zones. The zero $\pi + i\ln(t/s)$ found above supplies one admissible choice. The filter `𝓝[>] s` expresses the approach to $s$ from above, and the final lines of the proof pass the two bounds to the squeeze theorem.

```lean
/-- For any choice `q t` of a zero of `E(k)²` at each `t > s`, the ratio of `|Im (q t)|` to
the band gap tends to `1/(2s)` as `t` decreases to `s`. -/
theorem tendsto_decay_div_gap {s : ℝ} (hs : 0 < s) (q : ℝ → ℂ)
    (hq : ∀ t, s < t → bandSq t s (q t) = 0) :
    Tendsto (fun t => |(q t).im| / bandGap t s) (𝓝[>] s) (𝓝 (1 / (2 * s))) := by
  have hc : ContinuousAt (fun t : ℝ => 1 / (2 * t)) s :=
    ContinuousAt.div (by fun_prop) (by fun_prop) (by positivity)
  have hlow : Tendsto (fun t : ℝ => 1 / (2 * t)) (𝓝[>] s) (𝓝 (1 / (2 * s))) :=
    hc.tendsto.mono_left nhdsWithin_le_nhds
  -- squeeze between the two bounds
  refine tendsto_of_tendsto_of_tendsto_of_le_of_le' hlow tendsto_const_nhds ?_ ?_
  · filter_upwards [self_mem_nhdsWithin] with t ht
    exact (decay_div_gap_bounds hs ht (hq t ht)).1.le
  · filter_upwards [self_mem_nhdsWithin] with t ht
    exact (decay_div_gap_bounds hs ht (hq t ht)).2.le

end DimerizedChain
```

## Decay length and truncation

The ratio matters for reduced-scaling methods that truncate the density matrix at a finite range. In the half-filled, non-interacting chain at zero temperature, the matrix elements between unlike sites of distant cells fall off exponentially at the rate $|\mathrm{Im}\,k|$ per cell, apart from a power of the distance. Those between like sites of different cells are exactly zero. That link is a standard argument about Fourier coefficients of analytic functions, and it is quoted here without a formal proof.

Combined with it, the limit says that for this one-dimensional model the decay length $1/|\mathrm{Im}\,k|$ grows as $2s/E_{\mathrm{gap}}$ when the gap closes at fixed $s$. The lower bound on the ratio also limits the decay length at finite dimerization: it is always less than $2t/E_{\mathrm{gap}}$ cells. Neither statement fixes the system size at which a truncated calculation becomes cheaper than a conventional one, since that also depends on the prefactors and on the accuracy required. Interactions, disorder and higher dimensions would each need a separate treatment.

```lean
#print axioms DimerizedChain.det_bloch
#print axioms DimerizedChain.bandSq_simple_zero
#print axioms DimerizedChain.bandGap_eq
#print axioms DimerizedChain.tendsto_decay_div_gap
```

```
'DimerizedChain.det_bloch' depends on axioms: [propext, Classical.choice, Quot.sound]
'DimerizedChain.bandSq_simple_zero' depends on axioms: [propext, Classical.choice, Quot.sound]
'DimerizedChain.bandGap_eq' depends on axioms: [propext, Classical.choice, Quot.sound]
'DimerizedChain.tendsto_decay_div_gap' depends on axioms: [propext, Classical.choice, Quot.sound]
```
